# For two orthonormal orbitals, electron exchange is a spin coupling plus a density term

Exchange between two orbitals can be written as a coupling of their spins plus a density term. The electron operators here are elements of any complex algebra that obey the canonical anticommutation relations (CAR). No Hilbert space is chosen, and the creators need not be adjoints of the annihilators.

In Lean 4 with Mathlib:

```lean
import Mathlib

open Finset

namespace HeisenbergExchange

noncomputable section

variable {Orb A : Type*} [DecidableEq Orb] [Ring A] [Algebra ℂ A]

/-- The canonical anticommutation relations for creators `cd p σ` and annihilators `c p σ`,
with spatial orbital `p` and spin `σ` (0 is up, 1 is down). -/
structure IsCAR (cd c : Orb → Fin 2 → A) : Prop where
  create : ∀ p q σ τ, cd p σ * cd q τ + cd q τ * cd p σ = 0
  annihilate : ∀ p q σ τ, c p σ * c q τ + c q τ * c p σ = 0
  mixed : ∀ p q σ τ, c p σ * cd q τ + cd q τ * c p σ = if p = q ∧ σ = τ then 1 else 0

/-- The spin-summed excitation operator from orbital `q` to orbital `p`;
`E cd c p p` is the number operator of orbital `p`. -/
def E (cd c : Orb → Fin 2 → A) (p q : Orb) : A := ∑ σ, cd p σ * c q σ

/-- The three Pauli matrices, in the order x, y, z. -/
def pauli : Fin 3 → Matrix (Fin 2) (Fin 2) ℂ :=
  ![!![0, 1; 1, 0], !![0, -Complex.I; Complex.I, 0], !![1, 0; 0, -1]]

/-- Component `k` of the local spin vector of orbital `p`, in units of ħ. -/
def spin (cd c : Orb → Fin 2 → A) (k : Fin 3) (p : Orb) : A :=
  (1 / 2 : ℂ) • ∑ σ, ∑ τ, pauli k σ τ • (cd p σ * c p τ)

/-- The scalar product of the local spin vectors of orbitals `p` and `q`. -/
def spinDot (cd c : Orb → Fin 2 → A) (p q : Orb) : A :=
  ∑ k, spin cd c k p * spin cd c k q

/-- The exchange terms of the electronic Hamiltonian for two different orbitals `p` and `q` with
exchange integral `K`; pair-transfer terms are not included. -/
def exchangeTerm (cd c : Orb → Fin 2 → A) (K : ℂ) (p q : Orb) : A :=
  (K / 2) • ((E cd c p q * E cd c q p - E cd c p p) + (E cd c q p * E cd c p q - E cd c q q))

omit [Algebra ℂ A] in
/-- For two different orbitals, an electron of spin `τ` hopping from `p` to `q` followed by one of
spin `σ` hopping back is minus a product of local operators, plus a one-body term if `σ = τ`. -/
theorem hop_and_return {cd c : Orb → Fin 2 → A} (H : IsCAR cd c) {p q : Orb} (hpq : p ≠ q)
    (σ τ : Fin 2) :
    cd p σ * c q σ * (cd q τ * c p τ) =
      (if σ = τ then cd p σ * c p τ else 0) - cd p σ * c p τ * (cd q τ * c q σ) := by
  have h1 := (H.mixed p q τ τ).trans (if_neg fun h => hpq h.1)
  have h2 := H.annihilate p q τ σ
  rcases eq_or_ne σ τ with rfl | hs
  · have h := (H.mixed q q σ σ).trans (if_pos ⟨rfl, rfl⟩)
    rw [if_pos rfl]
    linear_combination (norm := noncomm_ring)
      cd p σ * h * c p σ + cd p σ * h1 * c q σ - cd p σ * cd q σ * h2
  · have h := (H.mixed q q σ τ).trans (if_neg fun h => hs h.2)
    rw [if_neg hs]
    linear_combination (norm := noncomm_ring)
      cd p σ * h * c p τ + cd p σ * h1 * c q σ - cd p σ * cd q τ * h2

omit [DecidableEq Orb] in
/-- Completeness of the Pauli matrices: the spin-exchanging product of local operators, summed over
both spins, is twice the scalar product of the spins plus half the product of the `E cd c p p` and
`E cd c q q`. -/
theorem pauli_completeness (cd c : Orb → Fin 2 → A) (p q : Orb) :
    ∑ σ, ∑ τ, cd p σ * c p τ * (cd q τ * c q σ) =
      (2 : ℂ) • spinDot cd c p q + (1 / 2 : ℂ) • (E cd c p p * E cd c q q) := by
  -- the three spin components written out
  have hx : ∀ r, spin cd c 0 r = (1 / 2 : ℂ) • (cd r 0 * c r 1 + cd r 1 * c r 0) := by
    intro r
    simp [spin, pauli, Fin.sum_univ_two]
  have hy : ∀ r, spin cd c 1 r =
      (Complex.I / 2) • (cd r 1 * c r 0 - cd r 0 * c r 1) := by
    intro r
    simp [spin, pauli, Fin.sum_univ_two]
    module
  have hz : ∀ r, spin cd c 2 r = (1 / 2 : ℂ) • (cd r 0 * c r 0 - cd r 1 * c r 1) := by
    intro r
    simp [spin, pauli, Fin.sum_univ_two]
    module
  have hI : Complex.I / 2 * (Complex.I / 2) = -1 / 4 := by
    linear_combination (1 / 4 : ℂ) * Complex.I_mul_I
  simp only [spinDot, Fin.sum_univ_three, hx, hy, hz, E, Fin.sum_univ_two,
    smul_mul_smul_comm, hI, add_mul, mul_add, sub_mul, mul_sub]
  module

/-- Exchange as spin coupling: for two different orbitals,
`E(p,q) E(q,p) - n(p) = -2 S(p)·S(q) - n(p) n(q) / 2`. -/
theorem exchange_eq_spin_coupling {cd c : Orb → Fin 2 → A} (H : IsCAR cd c) {p q : Orb}
    (hpq : p ≠ q) :
    E cd c p q * E cd c q p - E cd c p p =
      -((2 : ℂ) • spinDot cd c p q) - (1 / 2 : ℂ) • (E cd c p p * E cd c q q) := by
  -- sum the hop-and-return identity over both spins
  have h : E cd c p q * E cd c q p =
      E cd c p p - ∑ σ, ∑ τ, cd p σ * c p τ * (cd q τ * c q σ) := by
    simp only [E, Finset.sum_mul_sum, hop_and_return H hpq, Finset.sum_sub_distrib,
      Finset.sum_ite_eq, Finset.mem_univ, if_true]
  rw [h, pauli_completeness]
  module

omit [Algebra ℂ A] in
/-- Number-conserving one-body operators on two different orbitals commute. -/
theorem local_commute {cd c : Orb → Fin 2 → A} (H : IsCAR cd c) {p q : Orb} (hpq : p ≠ q)
    (σ τ μ ν : Fin 2) : Commute (cd p σ * c p τ) (cd q μ * c q ν) := by
  have h1 := (H.mixed p q τ μ).trans (if_neg fun h => hpq h.1)
  have h2 := (H.mixed q p ν σ).trans (if_neg fun h => hpq h.1.symm)
  have h3 := H.create p q σ μ
  have h4 := H.annihilate p q τ ν
  show cd p σ * c p τ * (cd q μ * c q ν) = cd q μ * c q ν * (cd p σ * c p τ)
  linear_combination (norm := noncomm_ring)
    cd p σ * h1 * c q ν - h3 * c p τ * c q ν + cd q μ * cd p σ * h4 - cd q μ * h2 * c p τ

/-- For two different orbitals, the scalar product of the spins and the product of the
occupation numbers do not depend on the order of the orbitals. -/
theorem coupling_symm {cd c : Orb → Fin 2 → A} (H : IsCAR cd c) {p q : Orb} (hpq : p ≠ q) :
    spinDot cd c p q = spinDot cd c q p ∧
      E cd c p p * E cd c q q = E cd c q q * E cd c p p := by
  constructor
  · refine Finset.sum_congr rfl fun k _ => ?_
    refine Commute.smul_left (Commute.smul_right ?_ _) _
    exact Commute.sum_left _ _ _ fun σ _ => Commute.sum_left _ _ _ fun τ _ =>
      Commute.sum_right _ _ _ fun μ _ => Commute.sum_right _ _ _ fun ν _ =>
        ((local_commute H hpq σ τ μ ν).smul_right _).smul_left _
  · exact Commute.sum_left _ _ _ fun σ _ => Commute.sum_right _ _ _ fun μ _ =>
      local_commute H hpq σ σ μ μ

/-- Direct exchange: for two different orbitals, `exchangeTerm` is a Heisenberg coupling
`-2K S(p)·S(q)` plus the density term `-(K/2) n(p) n(q)`. -/
theorem direct_exchange {cd c : Orb → Fin 2 → A} (H : IsCAR cd c) {p q : Orb} (hpq : p ≠ q)
    (K : ℂ) :
    exchangeTerm cd c K p q =
      -((2 * K) • spinDot cd c p q) - (K / 2) • (E cd c p p * E cd c q q) := by
  rw [exchangeTerm, exchange_eq_spin_coupling H hpq, exchange_eq_spin_coupling H hpq.symm,
    (coupling_symm H hpq.symm).1, (coupling_symm H hpq.symm).2]
  module

/-- Kinetic exchange: on a state with exactly one electron in each of two different orbitals,
the two hop-and-return processes add up to `1 - 4 S(p)·S(q)`. -/
theorem kinetic_exchange {V : Type*} [AddCommGroup V] [Module ℂ V] [Module A V]
    [IsScalarTower ℂ A V] {cd c : Orb → Fin 2 → A} (H : IsCAR cd c) {p q : Orb} (hpq : p ≠ q)
    {v : V} (hp : E cd c p p • v = v) (hq : E cd c q q • v = v) :
    (E cd c p q * E cd c q p + E cd c q p * E cd c p q) • v =
      v - (4 : ℂ) • (spinDot cd c p q • v) := by
  have h1 := exchange_eq_spin_coupling H hpq
  have h2 := exchange_eq_spin_coupling H hpq.symm
  rw [(coupling_symm H hpq.symm).1, (coupling_symm H hpq.symm).2] at h2
  have h : E cd c p q * E cd c q p + E cd c q p * E cd c p q =
      E cd c p p + E cd c q q - (4 : ℂ) • spinDot cd c p q - E cd c p p * E cd c q q := by
    linear_combination (norm := module) h1 + h2
  rw [h]
  simp only [sub_smul, add_smul, mul_smul, smul_assoc, hp, hq]
  generalize spinDot cd c p q • v = w
  module

/-- Algebraic Fock space: the exterior algebra of the complex functions on the spin orbitals. -/
abbrev Fock (Orb : Type*) := CliffordAlgebra (0 : QuadraticForm ℂ (Orb × Fin 2 → ℂ))

/-- Creation on Fock space: exterior multiplication by a spin orbital. -/
def fockCreate (p : Orb) (σ : Fin 2) : Module.End ℂ (Fock Orb) :=
  LinearMap.mulLeft ℂ (CliffordAlgebra.ι 0 (Pi.single (p, σ) 1))

/-- Annihilation on Fock space: contraction with a spin orbital. -/
def fockAnnihilate (p : Orb) (σ : Fin 2) : Module.End ℂ (Fock Orb) :=
  CliffordAlgebra.contractLeft (LinearMap.proj (p, σ))

/-- Creation and annihilation on Fock space satisfy the canonical anticommutation relations,
for any set of spatial orbitals. -/
theorem isCAR_witness : IsCAR (fockCreate (Orb := Orb)) fockAnnihilate where
  create p q σ τ := by
    refine LinearMap.ext fun x => ?_
    change CliffordAlgebra.ι 0 (Pi.single (p, σ) 1) *
        (CliffordAlgebra.ι 0 (Pi.single (q, τ) 1) * x) +
      CliffordAlgebra.ι 0 (Pi.single (q, τ) 1) *
        (CliffordAlgebra.ι 0 (Pi.single (p, σ) 1) * x) = 0
    rw [← mul_assoc, ← mul_assoc, ← add_mul, CliffordAlgebra.ι_mul_ι_add_swap]
    simp [QuadraticMap.polar]
  annihilate p q σ τ := by
    refine LinearMap.ext fun x => ?_
    change CliffordAlgebra.contractLeft (LinearMap.proj (p, σ))
        (CliffordAlgebra.contractLeft (LinearMap.proj (q, τ)) x) +
      CliffordAlgebra.contractLeft (LinearMap.proj (q, τ))
        (CliffordAlgebra.contractLeft (LinearMap.proj (p, σ)) x) = 0
    rw [CliffordAlgebra.contractLeft_comm, neg_add_cancel]
  mixed p q σ τ := by
    refine LinearMap.ext fun x => ?_
    change CliffordAlgebra.contractLeft (LinearMap.proj (p, σ))
        (CliffordAlgebra.ι 0 (Pi.single (q, τ) 1) * x) +
      CliffordAlgebra.ι 0 (Pi.single (q, τ) 1) *
        CliffordAlgebra.contractLeft (LinearMap.proj (p, σ)) x = _
    rw [CliffordAlgebra.contractLeft_ι_mul, sub_add_cancel]
    change (Pi.single (q, τ) (1 : ℂ) : Orb × Fin 2 → ℂ) (p, σ) • x = _
    by_cases h : p = q ∧ σ = τ
    · obtain ⟨rfl, rfl⟩ := h
      rw [if_pos ⟨rfl, rfl⟩, Pi.single_eq_same, one_smul]
      rfl
    · have hne : (p, σ) ≠ (q, τ) := fun e => h (Prod.mk.inj e)
      rw [if_neg h, Pi.single_eq_of_ne hne, zero_smul]
      rfl

end

end HeisenbergExchange
```

```lean
#print axioms HeisenbergExchange.exchange_eq_spin_coupling
#print axioms HeisenbergExchange.direct_exchange
#print axioms HeisenbergExchange.kinetic_exchange
```

```
'HeisenbergExchange.exchange_eq_spin_coupling' depends on axioms: [propext, Classical.choice, Quot.sound]
'HeisenbergExchange.direct_exchange' depends on axioms: [propext, Classical.choice, Quot.sound]
'HeisenbergExchange.kinetic_exchange' depends on axioms: [propext, Classical.choice, Quot.sound]
```

Write \(a^\dagger_{p\sigma}\) and \(a_{p\sigma}\) for `cd p σ` and `c p σ`, where \(p\) is a spatial orbital and \(\sigma\) is 0 for spin up or 1 for spin down. The predicate `IsCAR` contains the three anticommutation relations; when the creators are the adjoints of the annihilators, its Kronecker delta says that the orbitals are orthonormal. The operator \(E(p,q)=\sum_\sigma a^\dagger_{p\sigma}a_{q\sigma}\) moves an electron from \(q\) to \(p\), and \(n(p)=E(p,p)\) counts electrons. The local spin \(\mathbf S(p)\), in units of \(\hbar\), has the components `spin cd c k p`, and `spinDot` is \(\mathbf S(p)\cdot\mathbf S(q)\). The main theorem, `exchange_eq_spin_coupling`, says that for \(p\neq q\)

\[
E(p,q)E(q,p)-n(p)=-2\,\mathbf S(p)\cdot\mathbf S(q)-\tfrac12 n(p)n(q).
\]

The left side is a hop from \(p\) to \(q\) and a hop back, less a one-body term. For each pair of spins, the CAR give

\[
\begin{aligned}
a^\dagger_{p\sigma}a_{q\sigma}a^\dagger_{q\tau}a_{p\tau}
&=\delta_{\sigma\tau}a^\dagger_{p\sigma}a_{p\tau}-a^\dagger_{p\sigma}a^\dagger_{q\tau}a_{q\sigma}a_{p\tau}\\
&=\delta_{\sigma\tau}a^\dagger_{p\sigma}a_{p\tau}+a^\dagger_{p\sigma}a^\dagger_{q\tau}a_{p\tau}a_{q\sigma}\\
&=\delta_{\sigma\tau}a^\dagger_{p\sigma}a_{p\tau}-a^\dagger_{p\sigma}a_{p\tau}a^\dagger_{q\tau}a_{q\sigma}.
\end{aligned}
\]

The last line uses \(p\neq q\). This is `hop_and_return`, where `linear_combination` adds the same three relations with their multipliers and `noncomm_ring` checks the result without reordering factors.

Now set \(B_{\sigma\tau}=a^\dagger_{p\sigma}a_{p\tau}\) and \(C_{\sigma\tau}=a^\dagger_{q\sigma}a_{q\tau}\). Summing over spins gives \(E(p,q)E(q,p)=n(p)-\sum_{\sigma\tau}B_{\sigma\tau}C_{\tau\sigma}\). The spin components of \(p\) are

\[
S_x=\tfrac12(B_{01}+B_{10}),\quad S_y=\tfrac i2(B_{10}-B_{01}),\quad S_z=\tfrac12(B_{00}-B_{11}),
\]

and those of \(q\) have \(C\) in place of \(B\). Multiplying out,

\[
\begin{aligned}
S_x(p)S_x(q)+S_y(p)S_y(q)&=\tfrac12(B_{01}C_{10}+B_{10}C_{01}),\\
S_z(p)S_z(q)+\tfrac14n(p)n(q)&=\tfrac12(B_{00}C_{00}+B_{11}C_{11}).
\end{aligned}
\]

Twice the sum of these lines is \(\sum_{\sigma\tau}B_{\sigma\tau}C_{\tau\sigma}=2\,\mathbf S(p)\cdot\mathbf S(q)+\tfrac12n(p)n(q)\), which completes the derivation. In `pauli_completeness`, `hx`, `hy` and `hz` are the components, and `module` collects the coefficients.

Two states with one electron in each orbital show the numbers. For both spins up, the hop is Pauli-blocked, so the left side is \(0-1=-1\); with \(\mathbf S(p)\cdot\mathbf S(q)=\tfrac14\), the right side is \(-\tfrac12-\tfrac12=-1\). For the normalised singlet, hopping out and back gives twice the state, so the left side is \(2-1=1\); with \(\mathbf S(p)\cdot\mathbf S(q)=-\tfrac34\), the right side is \(\tfrac32-\tfrac12=1\).

Bilinears on different orbitals commute, because moving one pair past the other costs four sign changes. This is `local_commute`; applied term by term, it gives `coupling_symm`, the symmetry of both products in \(p\) and \(q\). Averaging the main identity with its \(p\leftrightarrow q\) version and multiplying by \(K\) then gives `direct_exchange`:

\[
-2K\,\mathbf S(p)\cdot\mathbf S(q)-\tfrac K2n(p)n(q).
\]

Here \(K\) stands for the exchange integral, the Coulomb integral of the overlap density of the two orbitals with its complex conjugate, but enters as an arbitrary complex number. For \(K=0.5\) eV and one electron in each orbital, this operator contributes \(-0.5\) eV to the triplet energy and \(+0.5\) eV to the singlet energy. For real orbitals, pair-transfer terms such as \(E(p,q)E(p,q)\) carry the same integral; `exchangeTerm` leaves them out, and they vanish on singly occupied orbitals.

Adding the two versions instead, and moving the one-body terms to the right, shows that \(E(p,q)E(q,p)+E(q,p)E(p,q)\) equals \(n(p)+n(q)-4\,\mathbf S(p)\cdot\mathbf S(q)-n(p)n(q)\). If \(n(p)v=v\) and \(n(q)v=v\), this acts on \(v\) as \(1-4\,\mathbf S(p)\cdot\mathbf S(q)\), as `kinetic_exchange` states. In the two-site Hubbard model with one electron per site, repulsion \(U>0\) and a real hopping amplitude \(t\) much smaller than \(U\), second-order perturbation theory multiplies this operator by \(-t^2/U\). The minus sign lowers the singlet and makes the coupling antiferromagnetic. This perturbative step is not proved here.

Finally, `isCAR_witness` realises the CAR on a Fock space for any set of orbitals. `Fock` is the exterior algebra of the complex functions on the spin orbitals, written as a Clifford algebra with zero quadratic form; for finitely many orbitals this is the usual Fock space, without its inner product. Here creation multiplies by a spin orbital and annihilation contracts with one. The mixed relation is the signed product rule for contraction.
